# For the symmetric Eckart barrier, energy below the top is exactly quadratic in the barrier action

A particle of mass $m>0$ meets the barrier

$$V(x)=\frac{V_0}{\cosh^2(x/a)},\qquad a>0,$$

at an energy $0<E<V_0$. The classical turning points are $\pm x_0$ with $x_0=a\,\operatorname{arsinh}\sqrt{V_0/E-1}$. The barrier action and the barrier frequency are

$$W(E)=\int_{-x_0}^{x_0}\sqrt{2m\,(V(x)-E)}\;dx,\qquad \omega=\frac1a\sqrt{\frac{2V_0}{m}}.$$

$W$ covers one crossing of the barrier and contains no $\hbar$, so the usual WKB tunnelling factor is $e^{-2W/\hbar}$. The frequency $\omega$ is real and positive, and is fixed by the curvature at the top, $V''(0)=-m\omega^2$.

## The closed form and its inverse

$$W=\pi a\sqrt{2m}\,\bigl(\sqrt{V_0}-\sqrt E\bigr),\qquad E=V_0-\frac{\omega W}{\pi}+\frac{W^2}{2m(\pi a)^2}.$$

Conversely, every $W$ with $0<W<\pi a\sqrt{2m}\sqrt{V_0}$ is the action at the energy that the quadratic returns, and that energy lies between $0$ and $V_0$.

## Testing a tunnelling code against it

Second-order semiclassical transition-state theory takes the energy to be a quadratic in the action and solves for $W$ at given $E$. For a general barrier a quadratic truncates the expansion of the classical relation $E(W)$ in powers of $W$; for this one-dimensional symmetric barrier, below its top, that expansion ends at $W^2$. The perturbative theory can also include a constant of order $\hbar^2$, which is not part of the classical relation and has to be left out when comparing with it. The barrier therefore tests both a numerical action integral and the routine that inverts the quadratic.

The inversion has two roots, $\pi a\sqrt{2m}(\sqrt{V_0}\mp\sqrt E)$. The barrier action is the smaller one.

Take $m=\tfrac12$, $a=1$, $V_0=4$, $E=1$ in consistent units. Then $\sqrt{2m}=1$, $\omega=4$ and $W=\pi(2-1)=\pi$. The quadratic gives $4-4+1=1$, as it should. The rejected root is $3\pi$. A parabolic barrier of the same height and frequency would give $W=\pi(V_0-E)/\omega=3\pi/4$, which is too small.

## Derivation

Put $u=x/a$ and $b=x_0/a$. Since $\sinh^2 b=V_0/E-1$, we have $\cosh^2 b=V_0/E$. The condition $E<V(x)$ reads $\cosh^2u<\cosh^2b$, that is, $|x|<x_0$. Also

$$2m(V-E)=2mE\left(\frac{\cosh^2b}{\cosh^2u}-1\right),$$

$$W=a\sqrt{2mE}\int_{-b}^{b}\sqrt{\frac{\cosh^2b}{\cosh^2u}-1}\;du.$$

An antiderivative of the reduced integrand is

$$F(u)=\cosh b\,\arcsin\frac{\tanh u}{\tanh b}-\arcsin\frac{\sinh u}{\sinh b}.$$

To check it, let $R=\sqrt{\cosh^2b-\cosh^2u}$, which is positive for $|u|<b$. For $f=\tanh u/\tanh b$,

$$f'=\frac{\cosh b}{\sinh b\cosh^2u},\qquad 1-f^2=\frac{\sinh^2b\cosh^2u-\cosh^2b\sinh^2u}{\sinh^2b\cosh^2u}=\frac{R^2}{\sinh^2b\cosh^2u},$$

so $(\arcsin f)'=\cosh b/(R\cosh u)$. For $g=\sinh u/\sinh b$,

$$g'=\frac{\cosh u}{\sinh b},\qquad 1-g^2=\frac{\sinh^2b-\sinh^2u}{\sinh^2b}=\frac{R^2}{\sinh^2b},$$

so $(\arcsin g)'=\cosh u/R$. Hence

$$F'(u)=\frac{\cosh^2b-\cosh^2u}{R\cosh u}=\frac{R}{\cosh u}=\sqrt{\frac{\cosh^2b}{\cosh^2u}-1}.$$

At the turning points both arcsines equal $\pm\pi/2$, so $F(\pm b)=\pm\frac{\pi}{2}(\cosh b-1)$ and the reduced integral is $\pi(\cosh b-1)$. With $\cosh b=\sqrt{V_0/E}$,

$$W=\pi a\sqrt{2mE}\left(\sqrt{V_0/E}-1\right)=\pi a\sqrt{2m}\,(\sqrt{V_0}-\sqrt E).$$

Now write $K=\pi a\sqrt{2m}$. Then $\sqrt E=\sqrt{V_0}-W/K$, and squaring gives

$$E=V_0-\frac{2\sqrt{V_0}}{K}W+\frac{W^2}{K^2}.$$

Here $2\sqrt{V_0}/K=\sqrt{2V_0/m}/(\pi a)=\omega/\pi$ and $K^2=2m(\pi a)^2$, which is the stated quadratic. If $0<W<K\sqrt{V_0}$, then $\sqrt{V_0}-W/K$ lies strictly between $0$ and $\sqrt{V_0}$. Its square is an admissible energy, and the closed form returns $W$ there.

For the curvature, $V'(x)=-2V_0\sinh(x/a)/(a\cosh^3(x/a))$. Differentiating once more at $x=0$ gives $V''(0)=-2V_0/a^2=-m\omega^2$.

The same integral serves the well $-V_0/\cosh^2(x/a)$ at bound energy $-E$, where it is the classical action between the turning points. Setting it equal to $\pi\hbar(n+\tfrac12)$, with $n=0,1,2,\dots$, gives the WKB levels

$$-E_n=-\left(\sqrt{V_0}-\frac{\hbar(n+\frac12)}{a\sqrt{2m}}\right)^2$$

for as long as the bracket is positive. The Lean file treats only the barrier.

## The Lean file

```lean
import Mathlib

open Real

namespace EckartBarrierAction

noncomputable section

/-- The symmetric Eckart barrier of height `V₀` and width parameter `a ≠ 0`. -/
def barrier (V₀ a x : ℝ) : ℝ := V₀ / Real.cosh (x / a) ^ 2

/-- The right-hand turning point at energy `E`, for `a > 0` and `0 < E < V₀`. -/
def turningPoint (V₀ a E : ℝ) : ℝ := a * Real.arsinh (√(V₀ / E - 1))

/-- The barrier action: the integral of the magnitude of the imaginary momentum between the turning
points, for `m, a > 0` and `0 < E < V₀`. -/
def barrierAction (m V₀ a E : ℝ) : ℝ :=
  ∫ x in (-turningPoint V₀ a E)..(turningPoint V₀ a E), √(2 * m * (barrier V₀ a x - E))

/-- The barrier frequency, for `m, a > 0` and `V₀ ≥ 0`. -/
def barrierFrequency (m V₀ a : ℝ) : ℝ := √(2 * V₀ / m) / a

/-- The second-order polynomial in `W` whose linear coefficient is minus the barrier frequency over
`π`, for `m, a > 0` and `V₀ ≥ 0`. -/
def secondOrderEnergy (m V₀ a W : ℝ) : ℝ :=
  V₀ - barrierFrequency m V₀ a * W / π + W ^ 2 / (2 * m * (π * a) ^ 2)

/-- For `a > 0` and `0 < E < V₀`, the turning point is positive and satisfies
`cosh² (x₀ / a) = V₀ / E`. -/
theorem turningPoint_spec {V₀ a E : ℝ} (ha : 0 < a) (hE : 0 < E) (hEV : E < V₀) :
    0 < turningPoint V₀ a E ∧ Real.cosh (turningPoint V₀ a E / a) ^ 2 = V₀ / E := by
  have h : 0 < V₀ / E - 1 := sub_pos.2 ((one_lt_div hE).2 hEV)
  refine ⟨mul_pos ha (Real.arsinh_pos_iff.2 (Real.sqrt_pos.2 h)), ?_⟩
  unfold turningPoint
  rw [mul_div_cancel_left₀ _ ha.ne', Real.cosh_sq, Real.sinh_arsinh, Real.sq_sqrt h.le]
  ring

/-- For `a > 0` and `0 < E < V₀`, the barrier exceeds the energy exactly between the two
turning points. -/
theorem forbidden_iff {V₀ a E : ℝ} (ha : 0 < a) (hE : 0 < E) (hEV : E < V₀) (x : ℝ) :
    E < barrier V₀ a x ↔ |x| < turningPoint V₀ a E := by
  obtain ⟨h0, hC⟩ := turningPoint_spec ha hE hEV
  have h1 : |x / a| < |turningPoint V₀ a E / a| ↔ |x| < turningPoint V₀ a E := by
    rw [abs_div, abs_div, abs_of_pos ha, abs_of_pos h0, div_lt_div_iff_of_pos_right ha]
  unfold barrier
  rw [lt_div_iff₀ (pow_pos (Real.cosh_pos _) 2), ← h1, ← Real.cosh_lt_cosh,
    ← sq_lt_sq₀ (Real.cosh_pos _).le (Real.cosh_pos _).le, hC, lt_div_iff₀ hE, mul_comm]

/-- Chain rule for the arcsine of `f`, where `1 - f²` equals `r²` with `r > 0` at the point
considered. -/
theorem hasDerivAt_arcsin_comp {f : ℝ → ℝ} {f' r u : ℝ} (hf : HasDerivAt f f' u)
    (hr : 0 < r) (h : 1 - f u ^ 2 = r ^ 2) :
    HasDerivAt (fun v => Real.arcsin (f v)) (f' / r) u := by
  have h1 : f u ≠ -1 := by
    intro e
    rw [e] at h
    nlinarith [pow_pos hr 2]
  have h2 : f u ≠ 1 := by
    intro e
    rw [e] at h
    nlinarith [pow_pos hr 2]
  have h3 := (Real.hasDerivAt_arcsin h1 h2).comp u hf
  rw [h, Real.sqrt_sq hr.le] at h3
  exact h3.congr_deriv (by ring)

/-- An explicit antiderivative of the reduced imaginary momentum at each point strictly
between the reduced turning points `-b` and `b`. -/
theorem hasDerivAt_reducedAction {b u : ℝ} (hu : |u| < b) :
    HasDerivAt (fun v => Real.cosh b *
        Real.arcsin (Real.cosh b * Real.sinh v / (Real.sinh b * Real.cosh v))
        - Real.arcsin (Real.sinh v / Real.sinh b))
      (√(Real.cosh b ^ 2 / Real.cosh u ^ 2 - 1)) u := by
  have hb : 0 < b := (abs_nonneg u).trans_lt hu
  have hS : 0 < Real.sinh b := Real.sinh_pos_iff.2 hb
  have hc : 0 < Real.cosh u := Real.cosh_pos u
  have hlt : Real.cosh u < Real.cosh b := Real.cosh_lt_cosh.2 (by rwa [abs_of_pos hb])
  have hb2 := Real.cosh_sq b
  have hu2 := Real.cosh_sq u
  obtain ⟨R, hR, hR2⟩ : ∃ R : ℝ, 0 < R ∧ R ^ 2 = Real.cosh b ^ 2 - Real.cosh u ^ 2 := by
    have h : 0 < Real.cosh b ^ 2 - Real.cosh u ^ 2 := by nlinarith
    exact ⟨_, Real.sqrt_pos.2 h, Real.sq_sqrt h.le⟩
  have hSc : Real.sinh b * Real.cosh u ≠ 0 := (mul_pos hS hc).ne'
  have hSc2 : (Real.sinh b * Real.cosh u) ^ 2 ≠ 0 := pow_ne_zero 2 hSc
  have hS2 : Real.sinh b ^ 2 ≠ 0 := pow_ne_zero 2 hS.ne'
  have hd : Real.sinh b * Real.cosh u ^ 2 ≠ 0 := (mul_pos hS (pow_pos hc 2)).ne'
  -- the two arguments of the arcsine and their derivatives
  have hA : HasDerivAt (fun v => Real.cosh b * Real.sinh v / (Real.sinh b * Real.cosh v))
      (Real.cosh b / (Real.sinh b * Real.cosh u ^ 2)) u := by
    refine (((Real.hasDerivAt_sinh u).const_mul (Real.cosh b)).fun_div
      ((Real.hasDerivAt_cosh u).const_mul (Real.sinh b)) hSc).congr_deriv ?_
    rw [div_eq_div_iff hSc2 hd]
    linear_combination (Real.cosh b * Real.sinh b ^ 2 * Real.cosh u ^ 2) * hu2
  have hB := (Real.hasDerivAt_sinh u).div_const (Real.sinh b)
  have hA' := hasDerivAt_arcsin_comp hA (div_pos hR (mul_pos hS hc)) (by
    rw [div_pow, div_pow, eq_div_iff hSc2, sub_mul, div_mul_cancel₀ _ hSc2, hR2]
    linear_combination (-Real.cosh u ^ 2) * hb2 + Real.cosh b ^ 2 * hu2)
  have hB' := hasDerivAt_arcsin_comp hB (div_pos hR hS) (by
    rw [div_pow, div_pow, eq_div_iff hS2, sub_mul, div_mul_cancel₀ _ hS2, hR2]
    linear_combination hu2 - hb2)
  have hroot : √(Real.cosh b ^ 2 / Real.cosh u ^ 2 - 1) = R / Real.cosh u := by
    have h : Real.cosh b ^ 2 / Real.cosh u ^ 2 - 1 = (R / Real.cosh u) ^ 2 := by
      rw [div_pow, hR2, sub_div, div_self (pow_ne_zero 2 hc.ne')]
    rw [h, Real.sqrt_sq (div_pos hR hc).le]
  refine ((hA'.const_mul (Real.cosh b)).fun_sub hB').congr_deriv ?_
  rw [hroot]
  field_simp
  linear_combination -hR2

/-- The reduced barrier action between the turning points `-b` and `b`, for `b > 0`. -/
theorem integral_reduced {b : ℝ} (hb : 0 < b) :
    ∫ u in (-b)..b, √(Real.cosh b ^ 2 / Real.cosh u ^ 2 - 1) = π * (Real.cosh b - 1) := by
  have hS : 0 < Real.sinh b := Real.sinh_pos_iff.2 hb
  have hC : 0 < Real.cosh b := Real.cosh_pos b
  have h1 : Continuous fun v => Real.cosh b * Real.sinh v / (Real.sinh b * Real.cosh v) :=
    (continuous_const.mul Real.continuous_sinh).div
      (continuous_const.mul Real.continuous_cosh) fun v => (mul_pos hS (Real.cosh_pos v)).ne'
  have h2 : Continuous fun u => √(Real.cosh b ^ 2 / Real.cosh u ^ 2 - 1) :=
    Real.continuous_sqrt.comp ((continuous_const.div (Real.continuous_cosh.pow 2)
      fun v => pow_ne_zero 2 (Real.cosh_pos v).ne').sub continuous_const)
  -- the antiderivative is continuous up to the turning points
  have h3 : Continuous fun v => Real.cosh b *
      Real.arcsin (Real.cosh b * Real.sinh v / (Real.sinh b * Real.cosh v))
      - Real.arcsin (Real.sinh v / Real.sinh b) :=
    (continuous_const.mul (Real.continuous_arcsin.comp h1)).sub
      (Real.continuous_arcsin.comp (Real.continuous_sinh.div_const _))
  rw [intervalIntegral.integral_eq_sub_of_hasDerivAt_of_le (by linarith) h3.continuousOn
    (fun u hu => hasDerivAt_reducedAction (abs_lt.2 ⟨hu.1, hu.2⟩))
    (h2.intervalIntegrable _ _)]
  have e1 : Real.cosh b * Real.sinh b / (Real.sinh b * Real.cosh b) = 1 := by
    rw [mul_comm, div_self (mul_pos hS hC).ne']
  simp only [Real.sinh_neg, Real.cosh_neg, mul_neg, neg_div, Real.arcsin_neg, e1,
    div_self hS.ne', Real.arcsin_one]
  ring

/-- For `m, a > 0` and `0 < E < V₀`, the action of the Eckart barrier is
`π a √(2m) (√V₀ - √E)`. -/
theorem barrierAction_eq {m V₀ a E : ℝ} (hm : 0 < m) (ha : 0 < a) (hE : 0 < E)
    (hEV : E < V₀) : barrierAction m V₀ a E = π * a * √(2 * m) * (√V₀ - √E) := by
  obtain ⟨h0, hC⟩ := turningPoint_spec ha hE hEV
  have hint : ∀ x, √(2 * m * (barrier V₀ a x - E)) = √(2 * m * E) *
      √(Real.cosh (turningPoint V₀ a E / a) ^ 2 / Real.cosh (x / a) ^ 2 - 1) := by
    intro x
    have hc := (Real.cosh_pos (x / a)).ne'
    rw [← Real.sqrt_mul (by positivity), hC]
    congr 1
    unfold barrier
    field_simp
  have hV : V₀ = (√E * Real.cosh (turningPoint V₀ a E / a)) ^ 2 := by
    rw [mul_pow, Real.sq_sqrt hE.le, hC, mul_div_cancel₀ _ hE.ne']
  have hroot : √V₀ = √E * Real.cosh (turningPoint V₀ a E / a) :=
    (congrArg Real.sqrt hV).trans
      (Real.sqrt_sq (mul_nonneg (Real.sqrt_nonneg _) (Real.cosh_pos _).le))
  -- pass to the reduced coordinate `u = x / a`
  simp only [barrierAction, hint]
  rw [intervalIntegral.integral_const_mul, intervalIntegral.integral_comp_div
    (fun u => √(Real.cosh (turningPoint V₀ a E / a) ^ 2 / Real.cosh u ^ 2 - 1)) ha.ne',
    neg_div, integral_reduced (div_pos h0 ha), smul_eq_mul,
    Real.sqrt_mul (by positivity : (0 : ℝ) ≤ 2 * m), hroot]
  ring

/-- For `m, a > 0` and `V₀ ≥ 0`, the second derivative of the barrier at its top is `-m ω²`,
with `ω` the barrier frequency. -/
theorem barrier_curvature {m V₀ a : ℝ} (hm : 0 < m) (ha : 0 < a) (hV : 0 ≤ V₀) :
    HasDerivAt (deriv (barrier V₀ a)) (-(m * barrierFrequency m V₀ a ^ 2)) 0 := by
  have hx : ∀ x, HasDerivAt (fun y : ℝ => y / a) (1 / a) x :=
    fun x => (hasDerivAt_id' x).div_const a
  have hc : ∀ x, HasDerivAt (fun y => Real.cosh (y / a)) (Real.sinh (x / a) * (1 / a)) x :=
    fun x => (Real.hasDerivAt_cosh _).comp x (hx x)
  have hs : HasDerivAt (fun y => Real.sinh (y / a)) (Real.cosh (0 / a) * (1 / a)) 0 :=
    (Real.hasDerivAt_sinh _).comp 0 (hx 0)
  have hd : deriv (barrier V₀ a) =
      fun x => -(2 * V₀ * Real.sinh (x / a)) / (a * Real.cosh (x / a) ^ 3) := by
    funext x
    have hp := (Real.cosh_pos (x / a)).ne'
    have h2 : HasDerivAt (fun y => Real.cosh (y / a) ^ 2)
        (2 * Real.cosh (x / a) * (Real.sinh (x / a) * (1 / a))) x :=
      ((hc x).fun_pow 2).congr_deriv (by norm_num)
    refine HasDerivAt.deriv (((hasDerivAt_const x V₀).fun_div h2
      (pow_ne_zero 2 hp)).congr_deriv ?_)
    simp only [zero_mul, zero_sub]
    field_simp
  have hw : m * barrierFrequency m V₀ a ^ 2 = 2 * V₀ / a ^ 2 := by
    unfold barrierFrequency
    rw [div_pow, Real.sq_sqrt (by positivity)]
    field_simp
  rw [hd, hw]
  refine ((hs.const_mul (2 * V₀)).fun_neg.fun_div (((hc 0).fun_pow 3).const_mul a)
    (mul_pos ha (pow_pos (Real.cosh_pos _) 3)).ne').congr_deriv ?_
  simp only [zero_div, Real.sinh_zero, Real.cosh_zero, zero_mul, mul_zero, one_pow, mul_one,
    one_mul, neg_zero, sub_zero]
  field_simp

/-- For `m, a > 0` and `V₀ ≥ 0`, the second-order energy is a perfect square in the action. -/
theorem secondOrderEnergy_eq_sq {m V₀ a : ℝ} (hm : 0 < m) (ha : 0 < a) (hV : 0 ≤ V₀)
    (W : ℝ) : secondOrderEnergy m V₀ a W = (√V₀ - W / (π * a * √(2 * m))) ^ 2 := by
  have hs : √(2 * m) ^ 2 = 2 * m := Real.sq_sqrt (by positivity)
  have hv : √V₀ ^ 2 = V₀ := Real.sq_sqrt hV
  have h1 : 2 * V₀ / m = (2 * √V₀ / √(2 * m)) ^ 2 := by
    rw [div_pow, mul_pow, hs, hv, div_eq_div_iff hm.ne' (by positivity : 2 * m ≠ 0)]
    ring
  have h2 : barrierFrequency m V₀ a * W / π = 2 * √V₀ * (W / (π * a * √(2 * m))) := by
    unfold barrierFrequency
    rw [h1, Real.sqrt_sq (by positivity)]
    have := ha.ne'
    field_simp
  have h3 : W ^ 2 / (2 * m * (π * a) ^ 2) = (W / (π * a * √(2 * m))) ^ 2 := by
    rw [div_pow, mul_pow (π * a), hs, mul_comm (2 * m)]
  unfold secondOrderEnergy
  rw [h2, h3]
  linear_combination -hv

/-- For `m, a > 0` and `0 < E < V₀`, the second-order formula applied to the barrier action
returns the energy exactly. -/
theorem energy_quadratic_in_action {m V₀ a E : ℝ} (hm : 0 < m) (ha : 0 < a) (hE : 0 < E)
    (hEV : E < V₀) : secondOrderEnergy m V₀ a (barrierAction m V₀ a E) = E := by
  have hK : π * a * √(2 * m) ≠ 0 := by positivity
  rw [secondOrderEnergy_eq_sq hm ha (hE.trans hEV).le, barrierAction_eq hm ha hE hEV,
    mul_div_cancel_left₀ _ hK, sub_sub_cancel, Real.sq_sqrt hE.le]

/-- For `m, a > 0` and `V₀ ≥ 0`, each action strictly between `0` and `π a √(2m) √V₀` is the
barrier action at its second-order energy, which lies between `0` and `V₀`. -/
theorem action_of_secondOrderEnergy {m V₀ a W : ℝ} (hm : 0 < m) (ha : 0 < a) (hV : 0 ≤ V₀)
    (hW : 0 < W) (hW' : W < π * a * √(2 * m) * √V₀) :
    0 < secondOrderEnergy m V₀ a W ∧ secondOrderEnergy m V₀ a W < V₀ ∧
      barrierAction m V₀ a (secondOrderEnergy m V₀ a W) = W := by
  have hK : 0 < π * a * √(2 * m) := by positivity
  have h1 : 0 < W / (π * a * √(2 * m)) := div_pos hW hK
  have h2 : 0 < √V₀ - W / (π * a * √(2 * m)) := by
    rw [sub_pos, div_lt_iff₀ hK, mul_comm]
    exact hW'
  have h3 : 0 < secondOrderEnergy m V₀ a W := by
    rw [secondOrderEnergy_eq_sq hm ha hV]
    exact pow_pos h2 2
  have h4 : secondOrderEnergy m V₀ a W < V₀ := by
    rw [secondOrderEnergy_eq_sq hm ha hV]
    nlinarith [Real.sq_sqrt hV]
  refine ⟨h3, h4, ?_⟩
  rw [barrierAction_eq hm ha h3 h4, secondOrderEnergy_eq_sq hm ha hV, Real.sqrt_sq h2.le,
    sub_sub_cancel, mul_div_cancel₀ _ hK.ne']

end

end EckartBarrierAction
```

```lean
#print axioms EckartBarrierAction.forbidden_iff
-- 'EckartBarrierAction.forbidden_iff' depends on axioms: [propext, Classical.choice, Quot.sound]
#print axioms EckartBarrierAction.barrier_curvature
-- 'EckartBarrierAction.barrier_curvature' depends on axioms: [propext, Classical.choice, Quot.sound]
#print axioms EckartBarrierAction.energy_quadratic_in_action
-- 'EckartBarrierAction.energy_quadratic_in_action' depends on axioms: [propext, Classical.choice, Quot.sound]
#print axioms EckartBarrierAction.action_of_secondOrderEnergy
-- 'EckartBarrierAction.action_of_secondOrderEnergy' depends on axioms: [propext, Classical.choice, Quot.sound]
```

## What the theorems say, and how far they reach

All quantities are real numbers, and units are left to the user. `barrier`, `turningPoint`, `barrierAction` and `barrierFrequency` are $V$, $x_0$, $W$ and $\omega$ as defined above; `secondOrderEnergy` is the quadratic as a function of an arbitrary $W$.

- `forbidden_iff` confirms that the integration limits enclose exactly the region where $E<V(x)$.
- `barrierAction_eq` is the closed form.
- `barrier_curvature` says that the derivative of $V'$ at $0$ is $-m\omega^2$, so the linear coefficient contains the true barrier frequency.
- `energy_quadratic_in_action` says that the quadratic, evaluated at $W(E)$, returns $E$.
- `action_of_secondOrderEnergy` is the converse, including the bounds on the energy.

The proof follows the derivation closely. `turningPoint_spec` supplies $\cosh^2b=V_0/E$. `hasDerivAt_arcsin_comp` is the chain rule for $\arcsin f$ with $1-f^2=r^2$, and `hasDerivAt_reducedAction` applies it to $f$ and $g$; the `linear_combination` steps there carry out the algebra with $\cosh^2-\sinh^2=1$ and $R^2=\cosh^2b-\cosh^2u$.

The arcsine is not differentiable at $\pm1$, which is where its arguments arrive at the turning points. `integral_reduced` therefore uses a form of the fundamental theorem of calculus that needs the derivative only strictly inside the interval, together with continuity of $F$ up to the ends. `barrierAction_eq` then rescales by $a$, and `secondOrderEnergy_eq_sq` completes the square, from which both directions of the energy–action relation follow.

The results concern a classical action integral for one symmetric barrier shape. They do not give the quantum transmission probability or a rate constant, and they do not treat energies at or above the top, asymmetric Eckart barriers or coupling to other modes. They also set no bound on quadrature or rounding error, so a test based on the closed form needs its own tolerance.
